# Linear growth of the one-orbital Becke-Johnson term for a finite sum of s-type Gaussians

How the Becke-Johnson exchange potential behaves far from an atom treated in a Gaussian basis depends on its kinetic-energy term, and for a single orbital that term is modelled here by the ratio |f'(r)|/|f(r)|, where f is the radial function and r the distance from the nucleus. In general the term is, up to a constant positive prefactor,

√( Σ_k |∇ψ_k|² / Σ_k |ψ_k|² ),

with k running over the occupied orbitals ψ_k of one spin. If there is only one such orbital, and it is real and spherical, then |∇ψ| is proportional to |f'(r)| and |ψ| to |f(r)| with the same factor, and the square root becomes the ratio above. The constant prefactor is left out from here on, so "the Becke-Johnson term" of a single orbital means the ratio itself. This reduction is the step between the theorems and an actual calculation: the Lean code starts from the ratio, so several orbitals, p functions and Gaussians on several centres need a separate argument.

An orbital proportional to exp(-ζr), with ζ > 0, has |f'|/|f| = ζ, a constant. A finite sum of Gaussians behaves differently. Let

f(r) = Σ_i c_i exp(-a_i r²)

be a nonempty finite sum with distinct exponents a_i > 0 and coefficients c_i ≠ 0 of either sign. Then

|f'(r)| / (r |f(r)|) → 2 a_min as r → ∞,

where a_min is the smallest exponent. For one spherical orbital in such a basis, the Becke-Johnson term at sufficiently large r therefore reflects the most diffuse primitive and not the exponential tail that the expansion may have been fitted to. The limit does not say at which distance this behaviour sets in.

## The most diffuse Gaussian sets the slope

Let m be the index of the smallest exponent, so that a_m = a_min, and write d_i = a_i - a_m. Since the exponents are distinct, d_i > 0 for every i ≠ m, while d_m = 0.

Differentiating term by term gives

f'(r) = Σ_i (-2 a_i r) c_i exp(-a_i r²).

Two elementary limits are needed. For d > 0 and r > 0, the inequality exp(x) ≥ 1 + x gives exp(d r²) ≥ d r², hence

0 ≤ r exp(-d r²) ≤ r/(d r²) = 1/(d r) → 0.

For r ≥ 1 we also have exp(-d r²) ≤ r exp(-d r²), so the plain Gaussian vanishes too.

Now remove the slowest decay from f by multiplying with exp(a_m r²):

exp(a_m r²) f(r) = c_m + Σ_{i≠m} c_i exp(-d_i r²) → c_m.

Because c_m ≠ 0, the left side is nonzero at all sufficiently large r, and so is f(r). The orbital may have nodes, but none beyond some radius.

Next, add 2 a_m r f to the derivative. The term with i = m cancels:

f'(r) + 2 a_m r f(r) = Σ_i (-2 d_i r) c_i exp(-a_i r²).

After the same rescaling,

exp(a_m r²) [f'(r) + 2 a_m r f(r)] = Σ_{i≠m} (-2 d_i c_i) r exp(-d_i r²) → 0.

Dividing this by exp(a_m r²) f(r), whose limit is c_m ≠ 0, gives

f'(r)/f(r) + 2 a_m r → 0/c_m = 0.

It remains to take absolute values. The reverse triangle inequality | |x| - |y| | ≤ |x - y|, with x = f'/f and y = -2 a_m r, yields for r ≥ 0

| |f'(r)|/|f(r)| - 2 a_m r | ≤ |f'(r)/f(r) + 2 a_m r| → 0.

The Becke-Johnson term thus approaches the straight line 2 a_m r with an error that tends to zero. It follows that the term diverges, and dividing by r gives the limit 2 a_m. For a single Gaussian the sums over i ≠ m are empty, and the term equals 2 a_m r exactly for r ≥ 0.

## The orbital and its Becke-Johnson ratio in Lean

The primitives are labelled by elements of an arbitrary type `ι`.

```lean
import Mathlib

open Filter Topology

namespace BeckeJohnsonGaussian

noncomputable section

variable {ι : Type*}
```

A finite set `s` of labels selects the primitives in the expansion. The functions `c` and `a` give the coefficients and the exponents. Any normalisation constants of the primitives are absorbed in `c`. The orbital itself need not be normalised, since a common nonzero factor drops out of |f'|/|f|.

```lean
/-- A radial orbital expanded in finitely many Gaussians, `f(r) = ∑ c_i exp(-a_i r²)`. -/
def orbital (s : Finset ι) (c a : ι → ℝ) (r : ℝ) : ℝ :=
  ∑ i ∈ s, c i * Real.exp (-a i * r ^ 2)
```

The Becke-Johnson term is defined for any real function, using Lean's derivative `deriv`. At a node Lean's division returns 0, a value without physical meaning; the limits are unaffected, because the orbital has no distant nodes.

```lean
/-- The one-orbital Becke-Johnson term of a radial orbital `f`, without its constant prefactor: the
ratio `|f'(r)| / |f(r)|`, meaningful where `f(r) ≠ 0`. -/
def bjTerm (f : ℝ → ℝ) (r : ℝ) : ℝ := |deriv f r| / |f r|
```

## Derivative and decay of the primitives

The first theorem is the term-by-term derivative. `HasDerivAt` says that the function is differentiable at `r` and has the stated derivative there. The chain rule is applied to each exponential, starting from the derivative 2r of r², and `HasDerivAt.fun_sum` adds the contributions.

```lean
/-- The radial derivative of a Gaussian expansion: each primitive is multiplied by
`-2 a_i r`. -/
theorem hasDerivAt_orbital (s : Finset ι) (c a : ι → ℝ) (r : ℝ) :
    HasDerivAt (orbital s c a)
      (∑ i ∈ s, -2 * a i * r * (c i * Real.exp (-a i * r ^ 2))) r := by
  have h0 : HasDerivAt (fun x : ℝ => x ^ 2) (2 * r) r := by
    simpa using hasDerivAt_pow 2 r
  have h : HasDerivAt (fun x : ℝ => ∑ i ∈ s, c i * Real.exp (-a i * x ^ 2))
      (∑ i ∈ s, -2 * a i * r * (c i * Real.exp (-a i * r ^ 2))) r := by
    refine HasDerivAt.fun_sum fun i _ => ?_
    exact (((h0.const_mul (-a i)).exp).const_mul (c i)).congr_deriv (by ring)
  exact h
```

The next theorem is the limit r exp(-d r²) → 0. In Lean, `Tendsto … atTop (𝓝 0)` means convergence to 0 as r → +∞. The proof squeezes the function between 0 and `d⁻¹ * r⁻¹`. The step `h1` is the bound exp(d r²) ≥ d r², and `h2` is its reciprocal.

```lean
/-- For `d > 0`, the product `r exp(-d r²)` tends to 0 as `r → +∞`. -/
theorem tendsto_mul_gaussian {d : ℝ} (hd : 0 < d) :
    Tendsto (fun r : ℝ => r * Real.exp (-d * r ^ 2)) atTop (𝓝 0) := by
  have h := (tendsto_inv_atTop_zero :
    Tendsto (fun r : ℝ => r⁻¹) atTop (𝓝 0)).const_mul d⁻¹
  rw [mul_zero] at h
  refine squeeze_zero' ?_ ?_ h
  · filter_upwards [eventually_gt_atTop 0] with r hr
    positivity
  · filter_upwards [eventually_gt_atTop 0] with r hr
    -- the exponential dominates its argument
    have h1 : d * r ^ 2 ≤ Real.exp (d * r ^ 2) := by
      linarith [Real.add_one_le_exp (d * r ^ 2)]
    have h2 : Real.exp (-d * r ^ 2) ≤ (d * r ^ 2)⁻¹ := by
      rw [neg_mul, Real.exp_neg]
      exact inv_anti₀ (by positivity) h1
    calc r * Real.exp (-d * r ^ 2) ≤ r * (d * r ^ 2)⁻¹ :=
          mul_le_mul_of_nonneg_left h2 hr.le
      _ = d⁻¹ * r⁻¹ := by field_simp
```

## Rescaling by the slowest decay

The following theorems single out a primitive `m` through the hypothesis `hmin`, which says that every other exponent in `s` is strictly larger than `a m`. Here the rescaled orbital is shown to tend to `c m`. The limit is taken term by term: the primitive `m` contributes its constant coefficient and every other primitive contributes 0, which is recorded as a sum of `if i = m then c i else 0`. That sum collapses to `c m`. The last lines combine the exponentials to identify the sum with exp(a_m r²) f(r).

```lean
/-- If primitive `m` has the strictly smallest exponent, then `exp(a_m r²) f(r)` tends to
its coefficient `c_m` at large `r`. -/
theorem tendsto_rescaled {s : Finset ι} {c a : ι → ℝ} {m : ι} (hm : m ∈ s)
    (hmin : ∀ i ∈ s, i ≠ m → a m < a i) :
    Tendsto (fun r => Real.exp (a m * r ^ 2) * orbital s c a r) atTop (𝓝 (c m)) := by
  classical
  have h : Tendsto (fun r : ℝ => ∑ i ∈ s, c i * Real.exp (-(a i - a m) * r ^ 2)) atTop
      (𝓝 (∑ i ∈ s, if i = m then c i else 0)) := by
    refine tendsto_finsetSum s fun i hi => ?_
    by_cases him : i = m
    · subst him
      simp
    · rw [if_neg him]
      have hg : Tendsto (fun r : ℝ => Real.exp (-(a i - a m) * r ^ 2)) atTop (𝓝 0) := by
        refine squeeze_zero' (Eventually.of_forall fun r => (Real.exp_pos _).le) ?_
          (tendsto_mul_gaussian (sub_pos.2 (hmin i hi him)))
        filter_upwards [eventually_ge_atTop 1] with r hr
        exact le_mul_of_one_le_left (Real.exp_pos _).le hr
      have h' := hg.const_mul (c i)
      rwa [mul_zero] at h'
  rw [Finset.sum_ite_eq' s m c, if_pos hm] at h
  refine h.congr fun r => ?_
  rw [orbital, Finset.mul_sum]
  refine Finset.sum_congr rfl fun i _ => ?_
  rw [show -(a i - a m) * r ^ 2 = a m * r ^ 2 + -a i * r ^ 2 by ring, Real.exp_add]
  ring
```

If `c m` is nonzero, a function that tends to it is eventually nonzero. The quantifier `∀ᶠ r in atTop` reads "for all sufficiently large r". If the orbital vanished at such an r, its rescaled version would vanish too, which is a contradiction.

```lean
/-- If the primitive with the strictly smallest exponent has a nonzero coefficient, the
orbital has no nodes at sufficiently large `r`. -/
theorem eventually_orbital_ne_zero {s : Finset ι} {c a : ι → ℝ} {m : ι} (hm : m ∈ s)
    (hmin : ∀ i ∈ s, i ≠ m → a m < a i) (hc : c m ≠ 0) :
    ∀ᶠ r in atTop, orbital s c a r ≠ 0 :=
  ((tendsto_rescaled hm hmin).eventually_ne hc).mono
    fun r h h0 => h (by rw [h0, mul_zero])
```

## From the logarithmic derivative to the linear asymptote

The central limit is f'/f + 2 a_m r → 0. In the proof, `h` shows that the sum of the terms -2 d_i c_i r exp(-d_i r²) vanishes at infinity, the term `m` being identically zero. The step `hN` recognises this sum as the rescaled f' + 2 a_m r f, after inserting the derivative found above. Dividing by the rescaled orbital is allowed because its limit `c m` is nonzero. Finally the common exponential is cancelled, and f is cancelled in the second term at those large r where it is nonzero.

```lean
/-- If the primitive `m` with the strictly smallest exponent has a nonzero coefficient, the
logarithmic derivative `f'/f` approaches the line `-2 a_m r` at large `r`. -/
theorem tendsto_logDeriv_add {s : Finset ι} {c a : ι → ℝ} {m : ι} (hm : m ∈ s)
    (hmin : ∀ i ∈ s, i ≠ m → a m < a i) (hc : c m ≠ 0) :
    Tendsto (fun r => deriv (orbital s c a) r / orbital s c a r + 2 * a m * r)
      atTop (𝓝 0) := by
  have h : Tendsto (fun r : ℝ => ∑ i ∈ s,
      (-2 * (a i - a m) * c i) * (r * Real.exp (-(a i - a m) * r ^ 2))) atTop
      (𝓝 (∑ i ∈ s, (0 : ℝ))) := by
    refine tendsto_finsetSum s fun i hi => ?_
    by_cases him : i = m
    · subst him
      simp
    · have h' := (tendsto_mul_gaussian (sub_pos.2 (hmin i hi him))).const_mul
        (-2 * (a i - a m) * c i)
      rwa [mul_zero] at h'
  rw [Finset.sum_const_zero] at h
  -- the leading Gaussian cancels in `f' + 2 a_m r f`
  have hN : Tendsto (fun r => Real.exp (a m * r ^ 2) *
      (deriv (orbital s c a) r + 2 * a m * r * orbital s c a r)) atTop (𝓝 0) := by
    refine h.congr fun r => ?_
    rw [(hasDerivAt_orbital s c a r).deriv, orbital, Finset.mul_sum,
      ← Finset.sum_add_distrib, Finset.mul_sum]
    refine Finset.sum_congr rfl fun i _ => ?_
    rw [show -(a i - a m) * r ^ 2 = a m * r ^ 2 + -a i * r ^ 2 by ring, Real.exp_add]
    ring
  have h2 := hN.div (tendsto_rescaled (c := c) hm hmin) hc
  rw [zero_div] at h2
  refine h2.congr' ?_
  filter_upwards [eventually_orbital_ne_zero hm hmin hc] with r hr
  change Real.exp (a m * r ^ 2) *
      (deriv (orbital s c a) r + 2 * a m * r * orbital s c a r) /
      (Real.exp (a m * r ^ 2) * orbital s c a r) = _
  rw [mul_div_mul_left _ _ (Real.exp_ne_zero _), add_div, mul_div_cancel_right₀ _ hr]
```

Up to this point the sign of `a m` has played no role. It enters now, through the hypothesis `ha`, because the absolute value of -2 a_m r has to be 2 a_m r for r ≥ 0. The reverse triangle inequality appears in Mathlib as `abs_norm_sub_norm_le`, and the squeeze lemma transfers the limit from the logarithmic derivative to the Becke-Johnson term.

```lean
/-- If the primitive `m` with the strictly smallest exponent has `a_m > 0` and `c_m ≠ 0`,
the Becke-Johnson term approaches the line `2 a_m r`, with an error that tends to zero. -/
theorem bjTerm_asymptote {s : Finset ι} {c a : ι → ℝ} {m : ι} (hm : m ∈ s)
    (hmin : ∀ i ∈ s, i ≠ m → a m < a i) (hc : c m ≠ 0) (ha : 0 < a m) :
    Tendsto (fun r => bjTerm (orbital s c a) r - 2 * a m * r) atTop (𝓝 0) := by
  have h := (tendsto_logDeriv_add hm hmin hc).abs
  rw [abs_zero] at h
  refine squeeze_zero_norm' ?_ h
  filter_upwards [eventually_ge_atTop 0] with r hr
  -- reverse triangle inequality
  have h1 := abs_norm_sub_norm_le (deriv (orbital s c a) r / orbital s c a r)
    (-(2 * a m * r))
  simp only [Real.norm_eq_abs] at h1
  rw [abs_neg, abs_of_nonneg (by positivity : 0 ≤ 2 * a m * r), sub_neg_eq_add,
    abs_div] at h1
  rw [Real.norm_eq_abs]
  exact h1
```

Divergence follows by adding the line back. A function that tends to 0, plus a function that tends to +∞, tends to +∞; this is `add_atTop`.

```lean
/-- If the primitive with the strictly smallest exponent has a positive exponent and a
nonzero coefficient, the Becke-Johnson term grows without bound at large `r`. -/
theorem bjTerm_tendsto_atTop {s : Finset ι} {c a : ι → ℝ} {m : ι} (hm : m ∈ s)
    (hmin : ∀ i ∈ s, i ≠ m → a m < a i) (hc : c m ≠ 0) (ha : 0 < a m) :
    Tendsto (bjTerm (orbital s c a)) atTop atTop := by
  have hlin : Tendsto (fun r : ℝ => 2 * a m * r) atTop atTop :=
    tendsto_id.const_mul_atTop (by positivity)
  exact ((bjTerm_asymptote hm hmin hc ha).add_atTop hlin).congr fun r => by simp
```

## The limit for distinct exponents

The main theorem is stated in terms of the basis and does not ask the reader to name the most diffuse primitive. Its hypotheses are those of the claim:

- `hs` says that the expansion contains at least one primitive.
- `hinj` says that the exponents are distinct on `s`.
- `ha` says that they are positive.
- `hc` says that the coefficients are nonzero.

The expression `s.inf' hs a` is the minimum of the exponents over the nonempty set `s`. The conclusion concerns `bjTerm (orbital s c a) r / r`, which is |f'(r)|/(r|f(r)|) for large r.

Distinct exponents describe an expansion in which equal primitives have already been merged into one, and nonzero coefficients mean that every listed primitive is present in the orbital. The second condition matters for the most diffuse function: if its coefficient were zero, it would not contribute to f and could not set the slope.

The proof first picks a primitive `m` that attains the minimum. Distinctness turns the inequality a_m ≤ a_i into a strict one for i ≠ m, which is the hypothesis `hmin` of the earlier theorems. The asymptote is then multiplied by 1/r, so that its error still tends to 0, and the constant 2 a_m is added back. For r > 0 the result simplifies to the Becke-Johnson term divided by r.

```lean
/-- For a nonempty finite Gaussian expansion with distinct positive exponents and nonzero
coefficients, the Becke-Johnson term divided by `r` tends to twice the smallest exponent. -/
theorem bjTerm_div_tendsto {s : Finset ι} (hs : s.Nonempty) {c a : ι → ℝ}
    (hinj : Set.InjOn a s) (ha : ∀ i ∈ s, 0 < a i) (hc : ∀ i ∈ s, c i ≠ 0) :
    Tendsto (fun r => bjTerm (orbital s c a) r / r) atTop (𝓝 (2 * s.inf' hs a)) := by
  obtain ⟨m, hm, hme⟩ := s.exists_mem_eq_inf' hs a
  have hmin : ∀ i ∈ s, i ≠ m → a m < a i := by
    intro i hi him
    have hle : s.inf' hs a ≤ a i := Finset.inf'_le a hi
    rw [hme] at hle
    exact lt_of_le_of_ne hle fun h =>
      him (hinj (Finset.mem_coe.2 hi) (Finset.mem_coe.2 hm) h.symm)
  rw [hme]
  -- divide the asymptote by `r`
  have h := ((bjTerm_asymptote hm hmin (hc m hm) (ha m hm)).mul
    (tendsto_inv_atTop_zero : Tendsto (fun r : ℝ => r⁻¹) atTop (𝓝 0))).add_const (2 * a m)
  rw [mul_zero, zero_add] at h
  refine h.congr' ?_
  filter_upwards [eventually_gt_atTop 0] with r hr
  change (bjTerm (orbital s c a) r - 2 * a m * r) * r⁻¹ + 2 * a m = _
  rw [sub_mul, mul_assoc (2 * a m) r, mul_inv_cancel₀ hr.ne', mul_one, sub_add_cancel,
    div_eq_mul_inv]
```

The last theorem treats a single Gaussian, where the linear law is an identity at every r ≥ 0 and involves no limit. The derivative is -2 a_i r times the orbital, the orbital is nonzero everywhere, and its absolute value cancels.

```lean
/-- For a single Gaussian with positive exponent `a_i` and nonzero coefficient, the
Becke-Johnson term equals `2 a_i r` at every `r ≥ 0`. -/
theorem bjTerm_single (i : ι) {c a : ι → ℝ} (hc : c i ≠ 0) (ha : 0 < a i)
    {r : ℝ} (hr : 0 ≤ r) : bjTerm (orbital {i} c a) r = 2 * a i * r := by
  rw [bjTerm, (hasDerivAt_orbital {i} c a r).deriv]
  simp only [orbital, Finset.sum_singleton]
  rw [abs_mul, mul_div_cancel_right₀ _
    (abs_ne_zero.2 (mul_ne_zero hc (Real.exp_ne_zero _))),
    show -2 * a i * r = -(2 * a i * r) by ring, abs_neg, abs_of_nonneg (by positivity)]

end

end BeckeJohnsonGaussian
```

```lean
#print axioms BeckeJohnsonGaussian.bjTerm_tendsto_atTop
-- 'BeckeJohnsonGaussian.bjTerm_tendsto_atTop' depends on axioms: [propext, Classical.choice, Quot.sound]
#print axioms BeckeJohnsonGaussian.bjTerm_div_tendsto
-- 'BeckeJohnsonGaussian.bjTerm_div_tendsto' depends on axioms: [propext, Classical.choice, Quot.sound]
#print axioms BeckeJohnsonGaussian.bjTerm_single
-- 'BeckeJohnsonGaussian.bjTerm_single' depends on axioms: [propext, Classical.choice, Quot.sound]
```
